# The Grüneisen parameter of a nearest-neighbour Mie chain at equilibrium is (m + n + 3)/2

Take U(r) = A/r² − B/r with A > 0. At a separation r > 0 where the force vanishes, B = 2A/r. Substituting this into the next two derivatives gives

U'' = 6A/r⁴ − 2B/r³ = 2A/r⁴
U''' = −24A/r⁵ + 6B/r⁴ = −12A/r⁵

so −rU'''/(2U'') = 3. Both A and r have cancelled, and only the exponents matter. For a chain of spacing r with this potential between nearest neighbours, the ratio is the Grüneisen parameter −d(ln ω)/d(ln r) of each longitudinal mode of nonzero frequency ω, defined with respect to length.

## Force balance leaves only the exponents

Let U(r) = A/r^m − B/r^n with A > 0 and natural numbers m > n. At r > 0, U'(r) = 0 means

nB/r^(n+1) = mA/r^(m+1).

The right side is positive, so an equilibrium already forces n ≥ 1 and B > 0. Eliminating B,

U'' = m(m+1)A/r^(m+2) − n(n+1)B/r^(n+2)
  = mA(m−n)/r^(m+2) > 0

U''' = −m(m+1)(m+2)A/r^(m+3) + n(n+1)(n+2)B/r^(n+3)
  = −mA[(m+1)(m+2) − (n+1)(n+2)]/r^(m+3)
  = −mA(m−n)(m+n+3)/r^(m+3).

Therefore −rU'''/(2U'') = (m+n+3)/2.

If B > 0 and n ≥ 1 are given, force balance reads r^(m−n) = mA/(nB), which has exactly one positive solution.

## From bond stiffness to mode frequency

In a chain of masses M at spacing a, with nearest-neighbour springs of stiffness K = U''(a), small displacements u_j along the chain obey

M ü_j = K(u_{j+1} + u_{j−1} − 2u_j).

For u_j = cos(jθ − ωt), the neighbours sum to 2 cos θ · u_j. Hence

Mω² = 2K(1 − cos θ) = 4K sin²(θ/2)
ω = 2√(K/M) |sin(θ/2)|.

At fixed phase advance θ and K > 0, a mode with sin(θ/2) ≠ 0 has ω'/ω = K'/(2K), where the prime is d/da. Its Grüneisen parameter is therefore

−aω'/ω = −aU'''(a)/(2U''(a)).

The harmonic approximation is made anew at each spacing, so K changes with a; a strictly harmonic bond would have U''' = 0 and a Grüneisen parameter of zero. The result gives a reference value against which numerically differentiated phonon frequencies can be tested, provided that the calculation also keeps only nearest neighbours.

## The potential, the chain and its modes in Lean

```lean
import Mathlib

open Filter Topology

namespace MieChainGrueneisen

noncomputable section
```

The exponents are natural numbers and the coefficients are real.

```lean
/-- The Mie pair potential `U(r) = A / r^m - B / r^n`, for separations `r > 0`. -/
def mie (A B : ℝ) (m n : ℕ) (r : ℝ) : ℝ := A / r ^ m - B / r ^ n
```

The derivatives below are Mathlib's `deriv` applied to the potential itself, not formulas entered by definition.

```lean
/-- The chain Grueneisen parameter `-a U'''(a) / (2 U''(a))` of a pair potential `U` at
spacing `a`, for `U''(a) ≠ 0`. -/
def chainGrueneisen (U : ℝ → ℝ) (a : ℝ) : ℝ :=
  -a * deriv (deriv (deriv U)) a / (2 * deriv (deriv U) a)
```

The frequency uses the stiffness at spacing `a`. Only nearest neighbours interact.

```lean
/-- Frequency of the mode with phase advance `θ` per site in a chain of masses `M > 0` at
spacing `a`, joined by nearest-neighbour springs of stiffness `U''(a) ≥ 0`. -/
def modeFrequency (U : ℝ → ℝ) (M θ a : ℝ) : ℝ :=
  2 * √(deriv (deriv U) a / M) * |Real.sin (θ / 2)|
```

The Grüneisen convention is logarithmic in the chain's length, not in a three-dimensional volume.

```lean
/-- The mode Grueneisen parameter `-a ω'(a) / ω(a)` of a frequency `ω` that depends on the
spacing `a`, for `ω(a) ≠ 0`. -/
def modeGrueneisen (ω : ℝ → ℝ) (a : ℝ) : ℝ := -a * deriv ω a / ω a
```

The wave has unit amplitude, and the integer `j` labels the atoms of an infinite chain.

```lean
/-- Displacement of atom `j` at time `t` in a plane wave of frequency `ω` and phase advance
`θ` per site. -/
def planeWave (θ ω : ℝ) (j : ℤ) (t : ℝ) : ℝ := Real.cos (j * θ - ω * t)
```

## Plane waves and the general mode formula

The first theorem justifies `modeFrequency`: with it, the plane wave satisfies the linearised equations of motion. Those equations are the starting point; their derivation from the full pair potential is not formalised. In the proof, `hdisp` is the dispersion relation, `h1` to `h3` give the acceleration, and `e1` and `e2` expand the neighbours by the addition formulas.

```lean
/-- For `M > 0` and `U''(a) ≥ 0`, the plane wave with the mode frequency solves Newton's
equations of the harmonic chain, `M ü_j = U''(a) (u_{j+1} + u_{j-1} - 2 u_j)`. -/
theorem planeWave_solves (U : ℝ → ℝ) {M a : ℝ} (θ : ℝ) (hM : 0 < M)
    (hk : 0 ≤ deriv (deriv U) a) (j : ℤ) (t : ℝ) :
    M * deriv (deriv (planeWave θ (modeFrequency U M θ a) j)) t =
      deriv (deriv U) a * (planeWave θ (modeFrequency U M θ a) (j + 1) t
        + planeWave θ (modeFrequency U M θ a) (j - 1) t
        - 2 * planeWave θ (modeFrequency U M θ a) j t) := by
  obtain ⟨w, hw⟩ : ∃ w, w = modeFrequency U M θ a := ⟨_, rfl⟩
  rw [← hw]
  -- the dispersion relation
  have hdisp : M * w ^ 2 = 4 * deriv (deriv U) a * Real.sin (θ / 2) ^ 2 := by
    have hc : M * (deriv (deriv U) a / M) = deriv (deriv U) a := by field_simp
    rw [hw, modeFrequency, mul_pow, mul_pow, sq_abs, Real.sq_sqrt (div_nonneg hk hM.le)]
    linear_combination 4 * Real.sin (θ / 2) ^ 2 * hc
  -- the acceleration of atom `j`
  have hin : ∀ s : ℝ, HasDerivAt (fun x : ℝ => (j : ℝ) * θ - w * x) (-w) s := fun s =>
    (((hasDerivAt_id' s).const_mul w).const_sub ((j : ℝ) * θ)).congr_deriv (by ring)
  have h1 : ∀ s : ℝ, HasDerivAt (planeWave θ w j) (w * Real.sin (j * θ - w * s)) s :=
    fun s => (hin s).cos.congr_deriv (by ring)
  have h2 : deriv (planeWave θ w j) = fun s => w * Real.sin (j * θ - w * s) :=
    funext fun s => (h1 s).deriv
  have h3 : HasDerivAt (fun s => w * Real.sin (j * θ - w * s))
      (-(w ^ 2 * Real.cos (j * θ - w * t))) t :=
    ((hin t).sin.const_mul w).congr_deriv (by ring)
  -- the neighbours are shifted in phase by `θ`
  have e1 : planeWave θ w (j + 1) t = Real.cos (j * θ - w * t) * Real.cos θ
      - Real.sin (j * θ - w * t) * Real.sin θ := by
    rw [← Real.cos_add, planeWave]
    congr 1
    push_cast
    ring
  have e2 : planeWave θ w (j - 1) t = Real.cos (j * θ - w * t) * Real.cos θ
      + Real.sin (j * θ - w * t) * Real.sin θ := by
    rw [← Real.cos_sub, planeWave]
    congr 1
    push_cast
    ring
  have hc : Real.cos θ = 1 - 2 * Real.sin (θ / 2) ^ 2 := by
    have h := Real.cos_two_mul (θ / 2)
    rw [mul_div_cancel₀ θ (two_ne_zero' ℝ)] at h
    linear_combination h + 2 * Real.sin_sq_add_cos_sq (θ / 2)
  rw [h2, h3.deriv, e1, e2, hc, planeWave]
  linear_combination -Real.cos (j * θ - w * t) * hdisp
```

The next theorem holds for any pair potential whose stiffness is positive and differentiable at `a`. The condition on `θ` excludes uniform translation, which has zero frequency. `hw` differentiates the square root, and `alg` cancels the common factors.

```lean
/-- For masses `M > 0`, stiffness `U''(a) > 0` differentiable at `a`, and `sin (θ/2) ≠ 0`, the
mode Grueneisen parameter at fixed `θ` is `-a U'''(a) / (2 U''(a))`. -/
theorem modeGrueneisen_eq_chain (U : ℝ → ℝ) {M θ a : ℝ} (hM : 0 < M)
    (hd : DifferentiableAt ℝ (deriv (deriv U)) a) (hk : 0 < deriv (deriv U) a)
    (hθ : Real.sin (θ / 2) ≠ 0) :
    modeGrueneisen (modeFrequency U M θ) a = chainGrueneisen U a := by
  have hpos : 0 < deriv (deriv U) a / M := div_pos hk hM
  have hw : HasDerivAt (modeFrequency U M θ)
      (2 * (deriv (deriv (deriv U)) a / M / (2 * √(deriv (deriv U) a / M)))
        * |Real.sin (θ / 2)|) a :=
    (((hd.hasDerivAt.div_const M).sqrt hpos.ne').const_mul 2).mul_const _
  have alg : ∀ k q s : ℝ, q ≠ 0 → s ≠ 0 →
      -a * (2 * (k / M / (2 * q)) * s) / (2 * q * s) = -a * k / (2 * (M * q ^ 2)) := by
    intro k q s hq hs
    field_simp
  have hc : M * (deriv (deriv U) a / M) = deriv (deriv U) a := by field_simp
  rw [modeGrueneisen, chainGrueneisen, hw.deriv, modeFrequency,
    alg _ _ _ (Real.sqrt_pos.mpr hpos).ne' (abs_ne_zero.mpr hθ), Real.sq_sqrt hpos.le, hc]
```

## Derivatives of the Mie potential at equilibrium

Differentiating an inverse power raises its exponent by one, so the derivative of a Mie potential is another Mie potential with new coefficients.

```lean
/-- Away from `r = 0`, the derivative of an inverse power `c / r^k` is `-k c / r^(k+1)`. -/
theorem hasDerivAt_inverse_power (c : ℝ) (k : ℕ) {r : ℝ} (hr : r ≠ 0) :
    HasDerivAt (fun x : ℝ => c / x ^ k) (-(k * c) / r ^ (k + 1)) r := by
  refine ((hasDerivAt_const r c).fun_div (hasDerivAt_pow k r)
    (pow_ne_zero k hr)).congr_deriv ?_
  rcases k with _ | k
  · simp
  · rw [div_eq_div_iff (pow_ne_zero _ (pow_ne_zero _ hr)) (pow_ne_zero _ hr),
      Nat.add_sub_cancel]
    ring

/-- Away from `r = 0`, the derivative of a Mie potential is again of Mie form, with both
exponents raised by one. -/
theorem hasDerivAt_mie (A B : ℝ) (m n : ℕ) {r : ℝ} (hr : r ≠ 0) :
    HasDerivAt (mie A B m n) (mie (-(m * A)) (-(n * B)) (m + 1) (n + 1) r) r :=
  (hasDerivAt_inverse_power A m hr).fun_sub (hasDerivAt_inverse_power B n hr)
```

Higher derivatives need this formula on a neighbourhood of `r`, not just at the point; `near` supplies it. Each `linear_combination` then uses a multiple of the force-balance equation `heq` to remove B.

```lean
/-- At a separation `r > 0` where the Mie force vanishes, `U'' = m A (m-n) / r^(m+2)` and
`U''' = -m A (m-n) (m+n+3) / r^(m+3)`. -/
theorem equilibrium_derivatives (A B : ℝ) (m n : ℕ) {r : ℝ} (hr : 0 < r)
    (heq : deriv (mie A B m n) r = 0) :
    HasDerivAt (deriv (mie A B m n)) (m * A * (m - n) / r ^ (m + 2)) r ∧
    HasDerivAt (deriv (deriv (mie A B m n)))
      (-(m * A * (m - n) * (m + n + 3)) / r ^ (m + 3)) r := by
  have near : ∀ (A B : ℝ) (m n : ℕ), deriv (mie A B m n) =ᶠ[𝓝 r]
      mie (-(m * A)) (-(n * B)) (m + 1) (n + 1) := by
    intro A B m n
    filter_upwards [isOpen_ne.mem_nhds hr.ne'] with x hx
    exact (hasDerivAt_mie A B m n hx).deriv
  have h1 := near A B m n
  have h2 := h1.deriv.trans (near _ _ _ _)
  rw [(hasDerivAt_mie A B m n hr.ne').deriv, mie] at heq
  -- force balance eliminates the attractive term
  constructor
  · refine ((hasDerivAt_mie _ _ _ _ hr.ne').congr_of_eventuallyEq h1).congr_deriv ?_
    simp only [mie]
    push_cast
    linear_combination (-((n : ℝ) + 1) / r) * heq
  · refine ((hasDerivAt_mie _ _ _ _ hr.ne').congr_of_eventuallyEq h2).congr_deriv ?_
    simp only [mie]
    push_cast
    linear_combination (((n : ℝ) + 1) * (n + 2) / r ^ 2) * heq
```

The main theorem assumes `0 < A`, `n < m`, `0 < r` and zero force, and concludes both positive stiffness and the value of the ratio. `hratio` expresses rU''' as −(m+n+3)U''.

```lean
/-- For `A > 0` and `m > n`, at any `r > 0` where the Mie force vanishes the stiffness is
positive and the chain Grueneisen parameter equals `(m + n + 3) / 2`. -/
theorem mie_chainGrueneisen {A : ℝ} (B : ℝ) {m n : ℕ} {r : ℝ} (hA : 0 < A) (hmn : n < m)
    (hr : 0 < r) (heq : deriv (mie A B m n) r = 0) :
    0 < deriv (deriv (mie A B m n)) r ∧
      chainGrueneisen (mie A B m n) r = (m + n + 3) / 2 := by
  obtain ⟨h2, h3⟩ := equilibrium_derivatives A B m n hr heq
  have hm : (0 : ℝ) < m := by exact_mod_cast Nat.zero_lt_of_lt hmn
  have hd : (0 : ℝ) < m - n := sub_pos.mpr (by exact_mod_cast hmn)
  have hk : 0 < m * A * (m - n) / r ^ (m + 2) :=
    div_pos (mul_pos (mul_pos hm hA) hd) (pow_pos hr _)
  refine ⟨by rw [h2.deriv]; exact hk, ?_⟩
  have hratio : r * (-(m * A * (m - n) * (m + n + 3)) / r ^ (m + 3)) =
      -(m + n + 3) * (m * A * (m - n) / r ^ (m + 2)) := by
    have hp : r ^ (m + 3) = r ^ (m + 2) * r := by ring
    rw [hp]
    field_simp
  rw [chainGrueneisen, h3.deriv, h2.deriv, div_eq_iff (mul_pos two_pos hk).ne']
  linear_combination -hratio
```

Combined with the general mode formula, this gives every mode of nonzero frequency the same parameter. The spacing is that of zero bond force, so a chain under tension or compression is not covered.

```lean
/-- For `A > 0`, `m > n` and masses `M > 0`, at a spacing `r > 0` where the Mie force vanishes
every mode with `sin (θ/2) ≠ 0` has Grueneisen parameter `(m + n + 3) / 2`. -/
theorem mie_modeGrueneisen {A : ℝ} (B : ℝ) {m n : ℕ} {r M θ : ℝ} (hA : 0 < A) (hmn : n < m)
    (hr : 0 < r) (heq : deriv (mie A B m n) r = 0) (hM : 0 < M)
    (hθ : Real.sin (θ / 2) ≠ 0) :
    modeGrueneisen (modeFrequency (mie A B m n) M θ) r = (m + n + 3) / 2 := by
  obtain ⟨hk, hg⟩ := mie_chainGrueneisen B hA hmn hr heq
  rw [modeGrueneisen_eq_chain _ hM
    (equilibrium_derivatives A B m n hr heq).2.differentiableAt hk hθ, hg]
```

## Existence of the equilibrium and the Lennard-Jones value

Here B > 0 and n ≥ 1 become hypotheses. The proof writes m = n + d, reduces force balance to an equation for r^d in `key`, and takes the positive d-th root.

```lean
/-- For `A, B > 0` and `m > n ≥ 1` the Mie force vanishes at exactly one separation `r > 0`. -/
theorem existsUnique_equilibrium {A B : ℝ} {m n : ℕ} (hA : 0 < A) (hB : 0 < B)
    (hn : 1 ≤ n) (hmn : n < m) : ∃! r : ℝ, 0 < r ∧ deriv (mie A B m n) r = 0 := by
  obtain ⟨d, rfl⟩ := Nat.exists_eq_add_of_le hmn.le
  have hd : d ≠ 0 := by omega
  have hn' : (0 : ℝ) < n := by exact_mod_cast hn
  have hm' : (0 : ℝ) < ((n + d : ℕ) : ℝ) := by exact_mod_cast Nat.zero_lt_of_lt hmn
  have hc : 0 < ((n + d : ℕ) : ℝ) * A / (n * B) := div_pos (mul_pos hm' hA) (mul_pos hn' hB)
  -- force balance fixes the power `r^(m-n)`
  have key : ∀ r : ℝ, 0 < r → (deriv (mie A B (n + d) n) r = 0 ↔
      r ^ d = ((n + d : ℕ) : ℝ) * A / (n * B)) := by
    intro r hr
    rw [(hasDerivAt_mie A B (n + d) n hr.ne').deriv, mie, sub_eq_zero,
      div_eq_div_iff (pow_ne_zero _ hr.ne') (pow_ne_zero _ hr.ne'),
      eq_div_iff (mul_pos hn' hB).ne']
    constructor
    · intro h
      apply mul_right_cancel₀ (pow_ne_zero (n + 1) hr.ne')
      linear_combination h
    · intro h
      linear_combination r ^ (n + 1) * h
  have hroot := Real.rpow_inv_natCast_pow hc.le hd
  have hpos := Real.rpow_pos_of_pos hc ((d : ℝ)⁻¹)
  refine ⟨_, ⟨hpos, (key _ hpos).mpr hroot⟩, ?_⟩
  rintro s ⟨hs, hs0⟩
  exact (pow_left_inj₀ hs.le hpos.le hd).mp (((key s hs).mp hs0).trans hroot.symm)
```

For the Lennard-Jones potential, A = 4εσ¹², B = 4εσ⁶, m = 12 and n = 6. The condition r⁶ = 2σ⁶ is force balance, and (12 + 6 + 3)/2 = 21/2.

```lean
/-- The Lennard-Jones potential `4ε(σ^12/r^12 - σ^6/r^6)` with `ε, σ > 0` has chain Grueneisen
parameter `21/2` at the spacing `r > 0` with `r^6 = 2σ^6`. -/
theorem lennardJones_chainGrueneisen {ε σ r : ℝ} (hε : 0 < ε) (hσ : 0 < σ) (hr : 0 < r)
    (hmin : r ^ 6 = 2 * σ ^ 6) :
    chainGrueneisen (mie (4 * ε * σ ^ 12) (4 * ε * σ ^ 6) 12 6) r = 21 / 2 := by
  have heq : deriv (mie (4 * ε * σ ^ 12) (4 * ε * σ ^ 6) 12 6) r = 0 := by
    rw [(hasDerivAt_mie _ _ _ _ hr.ne').deriv, mie, sub_eq_zero,
      div_eq_div_iff (pow_ne_zero _ hr.ne') (pow_ne_zero _ hr.ne')]
    push_cast
    linear_combination 24 * ε * σ ^ 6 * r ^ 7 * hmin
  have hA : 0 < 4 * ε * σ ^ 12 := by positivity
  rw [(mie_chainGrueneisen _ hA (by norm_num) hr heq).2]
  norm_num

end

end MieChainGrueneisen
```

```lean
#print axioms MieChainGrueneisen.mie_chainGrueneisen
#print axioms MieChainGrueneisen.mie_modeGrueneisen
#print axioms MieChainGrueneisen.existsUnique_equilibrium
#print axioms MieChainGrueneisen.lennardJones_chainGrueneisen
```

```
'MieChainGrueneisen.mie_chainGrueneisen' depends on axioms: [propext, Classical.choice, Quot.sound]
'MieChainGrueneisen.mie_modeGrueneisen' depends on axioms: [propext, Classical.choice, Quot.sound]
'MieChainGrueneisen.existsUnique_equilibrium' depends on axioms: [propext, Classical.choice, Quot.sound]
'MieChainGrueneisen.lennardJones_chainGrueneisen' depends on axioms: [propext, Classical.choice, Quot.sound]
```
